# A sign criterion for power-law kinetics to be injective on compatibility classes at all positive rate constants

## A second steady state that a scan can miss

A steady-state search that finds one solution at every sampled set of rate constants does not exclude a second solution at a set that was never sampled. The network could then be bistable without the scan showing it. For power-law kinetics, a condition on signs, free of rate constants, can exclude a second steady state with all concentrations positive and the same conserved quantities.

Let cᵢ > 0 be the concentration of species i and kⱼ > 0 the rate constant of reaction j. The matrix N holds the net stoichiometric coefficients (products minus reactants), and V the kinetic orders, with one row per reaction (some texts use the transpose). The species formation rate is

f(c) = N diag(k) m(c), with mⱼ(c) = ∏ᵢ cᵢ^(Vⱼᵢ) = exp((V log c)ⱼ).

Conservation laws confine the concentrations to a compatibility class, the positive part of a coset a + S of a linear subspace S.

## Injectivity and the sign obstruction

The map f is injective on every class for every positive k if and only if there is no sign obstruction. An obstruction consists of a nonzero d in S, a vector z with the signs of d, and a vector u with Nu = 0 and the signs of Vz. Signs are compared componentwise, zeros included.

For deterministic, well-mixed power-law models, the absence of an obstruction therefore spares a simulation the scan over k for a second positive steady state in a class.

## From equal rates to an obstruction

Suppose c ≠ c′ lie in one class and f(c) = f(c′). Put

d = c − c′, zᵢ = log cᵢ − log c′ᵢ, uⱼ = kⱼ (mⱼ(c) − mⱼ(c′)).

Then d is in S, as the difference of c − a and c′ − a. The logarithm is increasing, so z has the signs of d. Equal rates give Nu = 0. Since the exponential is increasing and kⱼ > 0, uⱼ has the sign of (V log c)ⱼ − (V log c′)ⱼ = (Vz)ⱼ.

## From an obstruction to equal rates

Given d, z and u, set for zᵢ ≠ 0

c′ᵢ = dᵢ / (exp(zᵢ) − 1), cᵢ = c′ᵢ exp(zᵢ).

Both are positive, because dᵢ, zᵢ and exp(zᵢ) − 1 share a sign. If zᵢ = 0, then dᵢ = 0, and cᵢ = c′ᵢ = 1 will do. Now c − c′ = d and log c − log c′ = z.

Hence mⱼ(c) − mⱼ(c′) has the sign of (Vz)ⱼ, which is that of uⱼ. Take kⱼ = uⱼ / (mⱼ(c) − mⱼ(c′)), or kⱼ = 1 if both vanish. Then f(c) − f(c′) = Nu = 0, although c ≠ c′.

## Two small networks

Numbering from 0, the isomerisation A ⇌ B has N = [−1, 1; 1, −1], V the identity matrix and S spanned by (1, −1). Here Nu = 0 forces u₀ = u₁, while d = (t, −t) demands opposite signs for t ≠ 0. There is no obstruction.

Nonnegative rate constants would not suffice: with k₀ = k₁ = 0 the isomerisation has f = 0 everywhere, and injectivity fails.

Logistic growth, f(c) = k₀c − k₁c², has the obstruction d = z = 1, u = (1, 1), since Vz = (1, 2). Yet its only positive steady state is c = k₀/k₁. An obstruction thus defeats injectivity for some k, but need not produce two positive steady states.

## The statement in Lean

The types `n` and `r` index species and reactions, and `p` the rows of `N`. `rate` is the formation rate f, not the rate of a single reaction. `compatibilityClass S a` contains the positivity condition, and `Set.InjOn` expresses injectivity there.

`S` is an arbitrary subspace. To apply the theorem to a reaction network, index the rows of `N` by the species (`p` = `n`) and take `S` to be the column space of `N`, which contains every change the reactions can cause. A strictly larger `S` is of no use, because an obstruction then always exists: f would map a class continuously into a space of lower dimension, which cannot be done injectively. For the isomerisation with S = ℝ², for example, d = z = u = (1, 1) is an obstruction. Existence of a steady state is not claimed.

```lean
import Mathlib

open Matrix

namespace Multistationarity

noncomputable section

variable {p r n : Type*} [Fintype n]

/-- The generalised mass-action monomials `c^V`, one for each reaction, for positive
concentrations `c` and real kinetic orders `V`. -/
def monomials (V : Matrix r n ℝ) (c : n → ℝ) (j : r) : ℝ :=
  ∏ i, c i ^ V j i

/-- The species formation rate `N diag(k) c^V` at positive concentrations `c`. -/
def rate [Fintype r] (N : Matrix p r ℝ) (V : Matrix r n ℝ) (k : r → ℝ) (c : n → ℝ) :
    p → ℝ :=
  N *ᵥ (fun j => k j * monomials V c j)

/-- The positive concentration vectors in the coset `a + S`. -/
def compatibilityClass (S : Submodule ℝ (n → ℝ)) (a : n → ℝ) : Set (n → ℝ) :=
  {c | (∀ i, 0 < c i) ∧ c - a ∈ S}

/-- Two real vectors have the same sign (positive, negative or zero) in every component. -/
def SameSigns {m : Type*} (x y : m → ℝ) : Prop :=
  ∀ i, SignType.sign (x i) = SignType.sign (y i)

/-- A sign obstruction: a nonzero `d` in `S`, a vector `z` with the signs of `d`, and a
vector `u` in the kernel of `N` with the signs of `V z`. -/
def SignObstruction [Fintype r] (N : Matrix p r ℝ) (V : Matrix r n ℝ)
    (S : Submodule ℝ (n → ℝ)) : Prop :=
  ∃ d ∈ S, d ≠ 0 ∧ ∃ (z : n → ℝ) (u : r → ℝ),
    SameSigns z d ∧ N *ᵥ u = 0 ∧ SameSigns u (V *ᵥ z)

/-- The difference of two exponentials has the sign of the difference of the exponents. -/
theorem sign_exp_sub (a b : ℝ) :
    SignType.sign (Real.exp a - Real.exp b) = SignType.sign (a - b) := by
  rcases lt_trichotomy a b with h | h | h
  · rw [sign_neg (sub_neg.2 (Real.exp_lt_exp.2 h)), sign_neg (sub_neg.2 h)]
  · rw [h, sub_self, sub_self]
  · rw [sign_pos (sub_pos.2 (Real.exp_lt_exp.2 h)), sign_pos (sub_pos.2 h)]

/-- Between two positive states, each monomial changes with the sign of the corresponding
component of `V` applied to the change of the logarithmic concentrations. -/
theorem sign_monomials_sub (V : Matrix r n ℝ) {c c' : n → ℝ}
    (hc : ∀ i, 0 < c i) (hc' : ∀ i, 0 < c' i) (j : r) :
    SignType.sign (monomials V c j - monomials V c' j) =
      SignType.sign ((V *ᵥ (fun i => Real.log (c i) - Real.log (c' i))) j) := by
  -- a monomial is the exponential of a linear form in the logarithms
  have key : ∀ x : n → ℝ, (∀ i, 0 < x i) →
      monomials V x j = Real.exp ((V *ᵥ (fun i => Real.log (x i))) j) := by
    intro x hx
    simp only [monomials, Matrix.mulVec, dotProduct, Real.exp_sum]
    apply Finset.prod_congr rfl
    intro i _
    rw [Real.rpow_def_of_pos (hx i), mul_comm]
  have hsub : (fun i => Real.log (c i) - Real.log (c' i)) =
      (fun i => Real.log (c i)) - (fun i => Real.log (c' i)) := rfl
  rw [key c hc, key c' hc', sign_exp_sub, hsub, Matrix.mulVec_sub, Pi.sub_apply]

/-- Two real numbers of the same sign differ by a positive factor. -/
theorem exists_pos_factor {u w : ℝ} (h : SignType.sign u = SignType.sign w) :
    ∃ k : ℝ, 0 < k ∧ k * w = u := by
  rcases lt_trichotomy w 0 with hw | hw | hw
  · rw [sign_neg hw] at h
    exact ⟨u / w, div_pos_of_neg_of_neg (sign_eq_neg_one_iff.1 h) hw,
      div_mul_cancel₀ u hw.ne⟩
  · rw [hw, sign_zero] at h
    exact ⟨1, one_pos, by rw [hw, sign_eq_zero_iff.1 h, mul_zero]⟩
  · rw [sign_pos hw] at h
    exact ⟨u / w, div_pos (sign_eq_one_iff.1 h) hw, div_mul_cancel₀ u hw.ne'⟩

/-- Numbers `z` and `d` of the same sign are the logarithmic difference and the difference
of two positive concentrations. -/
theorem exists_concentrations {z d : ℝ} (h : SignType.sign z = SignType.sign d) :
    ∃ a b : ℝ, 0 < a ∧ 0 < b ∧ a - b = d ∧ Real.log a - Real.log b = z := by
  have hz := sign_exp_sub z 0
  rw [Real.exp_zero, sub_zero] at hz
  obtain ⟨b, hb, hbd⟩ := exists_pos_factor (h.symm.trans hz.symm)
  refine ⟨b * Real.exp z, b, mul_pos hb (Real.exp_pos z), hb, ?_, ?_⟩
  · linear_combination hbd
  · rw [Real.log_mul hb.ne' (Real.exp_ne_zero z), Real.log_exp]
    ring

/-- The formation rate is injective on every compatibility class for all positive rate
constants if and only if there is no sign obstruction. -/
theorem injective_iff_no_signObstruction [Fintype r] (N : Matrix p r ℝ)
    (V : Matrix r n ℝ) (S : Submodule ℝ (n → ℝ)) :
    (∀ k : r → ℝ, (∀ j, 0 < k j) → ∀ a : n → ℝ,
      Set.InjOn (rate N V k) (compatibilityClass S a)) ↔ ¬ SignObstruction N V S := by
  have rate_sub : ∀ (k : r → ℝ) (c c' : n → ℝ), rate N V k c - rate N V k c' =
      N *ᵥ (fun j => k j * (monomials V c j - monomials V c' j)) := by
    intro k c c'
    unfold rate
    rw [← Matrix.mulVec_sub]
    congr 1
    funext j
    simp only [Pi.sub_apply, mul_sub]
  constructor
  · rintro hinj ⟨d, hd, hd0, z, u, hz, hN, hu⟩
    -- realise d and z by two positive states, then u by rate constants
    choose c c' hc hc' hsub hlog using fun i => exists_concentrations (hz i)
    have hsign : ∀ j, SignType.sign (u j) =
        SignType.sign (monomials V c j - monomials V c' j) := by
      intro j
      rw [sign_monomials_sub V hc hc' j, funext hlog]
      exact hu j
    choose k hk hku using fun j => exists_pos_factor (hsign j)
    have hcd : c - c' = d := funext hsub
    have heq : rate N V k c = rate N V k c' := by
      rw [← sub_eq_zero, rate_sub, funext hku]
      exact hN
    have hcc : c = c' := hinj k hk c' ⟨hc, by rw [hcd]; exact hd⟩
      ⟨hc', by rw [sub_self]; exact S.zero_mem⟩ heq
    exact hd0 (by rw [← hcd, hcc, sub_self])
  · intro hno k hk a c hc c' hc' heq
    by_contra hne
    -- two states with equal rates produce an obstruction
    refine hno ⟨c - c', ?_, sub_ne_zero.2 hne,
      fun i => Real.log (c i) - Real.log (c' i),
      fun j => k j * (monomials V c j - monomials V c' j), ?_, ?_, ?_⟩
    · have h := S.sub_mem hc.2 hc'.2
      rwa [sub_sub_sub_cancel_right] at h
    · intro i
      have h := sign_exp_sub (Real.log (c i)) (Real.log (c' i))
      rw [Real.exp_log (hc.1 i), Real.exp_log (hc'.1 i)] at h
      exact h.symm
    · rw [← rate_sub, heq, sub_self]
    · intro j
      rw [← sign_monomials_sub V hc.1 hc'.1 j, sign_mul, sign_pos (hk j), one_mul]

/-- Without a sign obstruction, and for positive rate constants, two steady states in the
same compatibility class coincide. -/
theorem steadyState_unique [Fintype r] {N : Matrix p r ℝ} {V : Matrix r n ℝ}
    {S : Submodule ℝ (n → ℝ)} (h : ¬ SignObstruction N V S) {k : r → ℝ}
    (hk : ∀ j, 0 < k j) {a c c' : n → ℝ} (hc : c ∈ compatibilityClass S a)
    (hc' : c' ∈ compatibilityClass S a) (h0 : rate N V k c = 0)
    (h0' : rate N V k c' = 0) : c = c' :=
  (injective_iff_no_signObstruction N V S).2 h k hk a hc hc' (h0.trans h0'.symm)

/-- The reversible isomerisation `A ⇌ B` with mass-action kinetics has no sign obstruction
on the subspace that conserves the total concentration. -/
theorem isomerisation_no_signObstruction :
    ¬ SignObstruction !![-1, 1; 1, -1] (1 : Matrix (Fin 2) (Fin 2) ℝ)
      (Submodule.span ℝ {![1, -1]}) := by
  rintro ⟨d, hd, hd0, z, u, hz, hN, hu⟩
  obtain ⟨t, rfl⟩ := Submodule.mem_span_singleton.1 hd
  rw [Matrix.one_mulVec] at hu
  have hu01 : u 0 = u 1 := by
    have h := congrFun hN 0
    simp [Matrix.mulVec, dotProduct, Fin.sum_univ_two] at h
    linarith
  have e0 : (t • ![(1 : ℝ), -1]) 0 = t := by simp
  have e1 : (t • ![(1 : ℝ), -1]) 1 = -t := by simp
  -- the equal components of u would force t and -t to have the same sign
  have h : SignType.sign t = SignType.sign (-t) := by
    rw [← e1, ← hz 1, ← hu 1, ← hu01, hu 0, hz 0, e0]
  rcases lt_trichotomy t 0 with ht | ht | ht
  · rw [sign_neg ht, sign_pos (neg_pos.2 ht)] at h
    exact absurd h (by decide)
  · exact hd0 (by rw [ht, zero_smul])
  · rw [sign_pos ht, sign_neg (neg_lt_zero.2 ht)] at h
    exact absurd h (by decide)

/-- Logistic growth, with rate `k₀ c - k₁ c²`, has a sign obstruction, yet for positive rate
constants any two of its positive steady states coincide. -/
theorem logistic_obstructed_but_unique :
    SignObstruction !![1, -1] (!![1; 2] : Matrix (Fin 2) (Fin 1) ℝ) ⊤ ∧
    ∀ k : Fin 2 → ℝ, (∀ j, 0 < k j) → ∀ c c' : Fin 1 → ℝ, 0 < c 0 → 0 < c' 0 →
      rate (!![1, -1] : Matrix (Fin 1) (Fin 2) ℝ) !![1; 2] k c = 0 →
      rate (!![1, -1] : Matrix (Fin 1) (Fin 2) ℝ) !![1; 2] k c' = 0 → c = c' := by
  constructor
  · refine ⟨fun _ => 1, Submodule.mem_top, ?_, fun _ => 1, fun _ => 1,
      fun _ => rfl, ?_, ?_⟩
    · intro h
      exact one_ne_zero (congrFun h 0)
    · ext i
      fin_cases i
      simp [Matrix.mulVec, dotProduct, Fin.sum_univ_two]
    · intro j
      have h : 0 < ((!![1; 2] : Matrix (Fin 2) (Fin 1) ℝ) *ᵥ (fun _ => 1)) j := by
        fin_cases j <;> simp [Matrix.mulVec, dotProduct]
      exact (sign_pos (by norm_num : (0 : ℝ) < 1)).trans (sign_pos h).symm
  · intro k hk c c' hc hc' h h'
    -- a positive steady state balances growth against crowding
    have key : ∀ x : Fin 1 → ℝ, 0 < x 0 →
        rate (!![1, -1] : Matrix (Fin 1) (Fin 2) ℝ) !![1; 2] k x = 0 →
        k 0 = k 1 * x 0 := by
      intro x hx h0
      have h1 := congrFun h0 0
      simp [rate, monomials, Matrix.mulVec, dotProduct, Fin.sum_univ_two] at h1
      apply mul_right_cancel₀ hx.ne'
      linear_combination h1
    funext i
    rw [Subsingleton.elim i 0]
    exact mul_left_cancel₀ (hk 1).ne' ((key c hc h).symm.trans (key c' hc' h'))

end

end Multistationarity
```

```lean
#print axioms Multistationarity.injective_iff_no_signObstruction
#print axioms Multistationarity.steadyState_unique
#print axioms Multistationarity.isomerisation_no_signObstruction
#print axioms Multistationarity.logistic_obstructed_but_unique
```

```
'Multistationarity.injective_iff_no_signObstruction' depends on axioms: [propext, Classical.choice, Quot.sound]
'Multistationarity.steadyState_unique' depends on axioms: [propext, Classical.choice, Quot.sound]
'Multistationarity.isomerisation_no_signObstruction' depends on axioms: [propext, Classical.choice, Quot.sound]
'Multistationarity.logistic_obstructed_but_unique' depends on axioms: [propext, Classical.choice, Quot.sound]
```

## How the lemmas fit together

`sign_exp_sub` compares two exponentials, and `sign_monomials_sub` carries this over to monomials by writing them as exponentials. `exists_pos_factor` supplies the positive quotients. `exists_concentrations` uses one to find c′ᵢ, then multiplies by exp(zᵢ).

In `injective_iff_no_signObstruction`, `rate_sub` writes a rate difference as N applied to the scaled monomial differences. The first direction uses `choose` to collect the concentrations and then the rate constants; injectivity gives c = c′, contradicting d ≠ 0. The second supplies the d, z and u built from two states with equal rates.

`steadyState_unique` applies the second direction to two states of zero rate. The isomerisation proof splits on the sign of t; the logistic proof cancels the positive concentration to get k₀ = k₁c.
